# For one particle on a lattice ring, the response to a small twist is the mean squared winding

On a ring of three sites, a particle that takes three steps, each a rest or a hop to a neighbour, can go once round the ring in either direction; with a phase $\pm\theta/3$ on each right or left hop, these two walks collect $e^{\pm\mathrm{i}\theta}$, while every other closed walk collects no phase. The response meant here is minus the second derivative, at zero twist, of the logarithm of the partition function, which is the sum over all closed walks of weight times phase. The file below proves that it equals the mean squared winding for $L\ge 3$ sites, $n$ steps and non-negative hop weights.

```lean
import Mathlib

namespace WindingEstimator

noncomputable section

/-- One imaginary-time step on a ring of `L` sites (`L ≥ 3`): weight 1 for staying, and
`τ exp(± i θ / L)` for a hop to the right or left neighbour. -/
def hopMatrix (L : ℕ) (τ θ : ℝ) : Matrix (ZMod L) (ZMod L) ℂ := fun i j =>
  if j = i then 1
  else if j = i + 1 then τ * Complex.exp (Complex.I * (θ / L))
  else if j = i - 1 then τ * Complex.exp (-(Complex.I * (θ / L)))
  else 0

/-- Net displacement of a sequence of steps `-1`, `0`, `1`, counted on the unrolled ring. -/
def displacement {n : ℕ} (s : Fin n → SignType) : ℤ := ∑ k, (s k : ℤ)

/-- Number of steps in which the particle hops. -/
def hops {n : ℕ} (s : Fin n → SignType) : ℕ := ∑ k, (s k : ℤ).natAbs

/-- Amplitude of a walk: `τ` for each hop and the accumulated twist phase, for `L ≠ 0`. -/
def amplitude (L : ℕ) (τ θ : ℝ) {n : ℕ} (s : Fin n → SignType) : ℂ :=
  (τ : ℂ) ^ hops s * Complex.exp (Complex.I * (θ / L) * (displacement s : ℂ))

/-- Closed `n`-step walks: a starting site and steps whose displacement is a multiple of `L`. -/
def closedWalks (L n : ℕ) [NeZero L] : Finset (ZMod L × (Fin n → SignType)) :=
  Finset.univ.filter fun w => (L : ℤ) ∣ displacement w.2

/-- Winding number of a closed walk on a ring of `L ≠ 0` sites: displacement divided by `L`. -/
def winding (L : ℕ) {n : ℕ} (s : Fin n → SignType) : ℤ := displacement s / L

/-- Twisted partition function: the real part of `tr M(θ)^n`. -/
def partitionFn (L n : ℕ) [NeZero L] (τ θ : ℝ) : ℝ :=
  (Matrix.trace (hopMatrix L τ θ ^ n)).re

/-- Mean of `W²` over closed walks with weights `τ^hops`, for `τ ≥ 0`. -/
def meanSqWinding (L n : ℕ) [NeZero L] (τ : ℝ) : ℝ :=
  (∑ w ∈ closedWalks L n, τ ^ hops w.2 * (winding L w.2 : ℝ) ^ 2) /
    ∑ w ∈ closedWalks L n, τ ^ hops w.2

variable {L : ℕ} [NeZero L] {n : ℕ} {τ : ℝ}

omit [NeZero L] in
/-- For `L ≥ 3` each matrix entry is the sum over the single steps joining the two sites. -/
theorem hopMatrix_apply (hL : 3 ≤ L) (θ : ℝ) (i j : ZMod L) :
    hopMatrix L τ θ i j = ∑ a : SignType, if j = i + ((a : ℤ) : ZMod L) then
      (τ : ℂ) ^ (a : ℤ).natAbs * Complex.exp (Complex.I * (θ / L) * ((a : ℤ) : ℂ)) else 0 := by
  have h1 : (1 : ZMod L) ≠ 0 := fun h => by
    have := Nat.le_of_dvd one_pos ((CharP.cast_eq_zero_iff (ZMod L) L 1).1 (by simpa using h))
    omega
  have h2 : (2 : ZMod L) ≠ 0 := fun h => by
    have := Nat.le_of_dvd two_pos ((CharP.cast_eq_zero_iff (ZMod L) L 2).1 (by exact_mod_cast h))
    omega
  -- the three possible targets are distinct
  have p1 : i + 1 ≠ i := fun h => h1 (by linear_combination h)
  have p2 : i + -1 ≠ i := fun h => h1 (by linear_combination -h)
  have p3 : i + -1 ≠ i + 1 := fun h => h2 (by linear_combination -h)
  have hu : (Finset.univ : Finset SignType) = {0, 1, -1} := by decide
  have c0 : ((0 : SignType) : ℤ) = 0 := rfl
  have c1 : ((1 : SignType) : ℤ) = 1 := rfl
  have c2 : ((-1 : SignType) : ℤ) = -1 := rfl
  rw [hu, Finset.sum_insert (by decide), Finset.sum_insert (by decide), Finset.sum_singleton]
  simp only [hopMatrix, c0, c1, c2, Int.cast_zero, Int.cast_one, Int.cast_neg, add_zero,
    sub_eq_add_neg]
  by_cases a : j = i
  · rw [a]
    simp only [p1.symm, p2.symm, ↓reduceIte]
    simp
  by_cases b : j = i + 1
  · rw [b]
    simp only [p1, p3.symm, ↓reduceIte]
    simp
  by_cases c : j = i + -1
  · rw [c]
    simp only [p2, p3, ↓reduceIte]
    simp
  · simp only [a, b, c, ↓reduceIte, add_zero]

/-- Path expansion: for `L ≥ 3` an entry of `M(θ)^n` is the sum of the amplitudes of all
`n`-step walks from `i` to `j`. -/
theorem hopMatrix_pow_apply (hL : 3 ≤ L) (θ : ℝ) (n : ℕ) (i j : ZMod L) :
    (hopMatrix L τ θ ^ n) i j = ∑ s : Fin n → SignType,
      if j = i + (displacement s : ZMod L) then amplitude L τ θ s else 0 := by
  induction n generalizing i with
  | zero =>
    rw [pow_zero, Matrix.one_apply]
    by_cases h : i = j
    · subst h
      simp [displacement, amplitude, hops]
    · have h' : ¬ j = i := fun e => h e.symm
      simp [displacement, h, h']
  | succ n ih =>
    -- split a walk into its first step and the rest
    have hsplit : ∀ F : (Fin (n + 1) → SignType) → ℂ, ∑ t, F t =
        ∑ a : SignType, ∑ s : Fin n → SignType, F (Fin.cons (α := fun _ => SignType) a s) :=
      fun F => (Fintype.sum_equiv (Fin.consEquiv (fun _ => SignType))
        (fun p => F (Fin.cons (α := fun _ => SignType) p.1 p.2)) F (fun _ => rfl)).symm.trans
        (Fintype.sum_prod_type _)
    rw [pow_succ', Matrix.mul_apply, hsplit]
    simp_rw [hopMatrix_apply hL, ih, Finset.sum_mul]
    rw [Finset.sum_comm]
    refine Finset.sum_congr rfl fun a _ => ?_
    simp only [ite_mul, zero_mul, Finset.sum_ite_eq', Finset.mem_univ, ↓reduceIte]
    rw [Finset.mul_sum]
    refine Finset.sum_congr rfl fun s _ => ?_
    have hd : displacement (Fin.cons (α := fun _ => SignType) a s) = (a : ℤ) + displacement s := by
      simp [displacement, Fin.sum_univ_succ]
    have hh : hops (Fin.cons (α := fun _ => SignType) a s) = (a : ℤ).natAbs + hops s := by
      simp [hops, Fin.sum_univ_succ]
    simp only [amplitude, hd, hh, Int.cast_add, add_assoc, mul_ite, mul_zero]
    congr 1
    rw [pow_add, mul_add, Complex.exp_add]
    ring

/-- Reversing all steps flips the winding, so the sine part of the sum over closed walks
cancels. -/
theorem sum_sin_eq_zero (θ : ℝ) :
    ∑ w ∈ closedWalks L n, τ ^ hops w.2 * Real.sin (θ * winding L w.2) = 0 := by
  have hneg : ∀ a : SignType, ((-a : SignType) : ℤ) = -(a : ℤ) := by
    intro a
    cases a <;> rfl
  have hd : ∀ s : Fin n → SignType, displacement (fun k => -s k) = -displacement s := by
    intro s
    simp only [displacement, hneg, Finset.sum_neg_distrib]
  have hh : ∀ s : Fin n → SignType, hops (fun k => -s k) = hops s := by
    intro s
    simp only [hops, hneg, Int.natAbs_neg]
  have hm : ∀ w ∈ closedWalks L n, (w.1, fun k => -w.2 k) ∈ closedWalks L n := by
    intro w hw
    simp only [closedWalks, Finset.mem_filter, Finset.mem_univ, true_and] at hw ⊢
    rw [hd]
    exact (dvd_neg).2 hw
  have aux : ∀ x : ℝ, x = -x → x = 0 := fun x h => by linarith
  apply aux
  rw [← Finset.sum_neg_distrib]
  refine Finset.sum_nbij' (fun w => (w.1, fun k => -w.2 k)) (fun w => (w.1, fun k => -w.2 k))
    hm hm (fun w _ => by simp) (fun w _ => by simp) fun w hw => ?_
  have hdvd : (L : ℤ) ∣ displacement w.2 := (Finset.mem_filter.1 hw).2
  have hW : winding L (fun k => -w.2 k) = -winding L w.2 := by
    rw [winding, hd, Int.neg_ediv_of_dvd hdvd, winding]
  simp only [hh, hW, Int.cast_neg, mul_neg, Real.sin_neg, neg_neg]

/-- For `L ≥ 3`, `tr M(θ)^n` is the sum over closed `n`-step walks of `τ^hops cos(θ W)`. -/
theorem trace_pow_eq (hL : 3 ≤ L) (θ : ℝ) :
    Matrix.trace (hopMatrix L τ θ ^ n) =
      ((∑ w ∈ closedWalks L n, τ ^ hops w.2 * Real.cos (θ * winding L w.2) : ℝ) : ℂ) := by
  have hL0 : (L : ℤ) ≠ 0 := by omega
  have hLC : (L : ℂ) ≠ 0 := by exact_mod_cast hL0
  have hphase : Matrix.trace (hopMatrix L τ θ ^ n) = ∑ w ∈ closedWalks L n,
      (τ : ℂ) ^ hops w.2 * Complex.exp ((θ * (winding L w.2 : ℂ)) * Complex.I) := by
    rw [closedWalks, Finset.sum_filter, Fintype.sum_prod_type]
    refine Finset.sum_congr rfl fun i _ => ?_
    rw [Matrix.diag_apply, hopMatrix_pow_apply hL]
    refine Finset.sum_congr rfl fun s _ => ?_
    have hc : i = i + (displacement s : ZMod L) ↔ (L : ℤ) ∣ displacement s := by
      rw [← CharP.intCast_eq_zero_iff (ZMod L) L]
      constructor <;> intro h <;> linear_combination -h
    by_cases h : (L : ℤ) ∣ displacement s
    · rw [if_pos (hc.2 h), if_pos h]
      obtain ⟨m, hm⟩ := h
      have hW : winding L s = m := by rw [winding, hm, Int.mul_ediv_cancel_left _ hL0]
      rw [amplitude, hW, hm]
      congr 2
      push_cast
      field_simp
    · rw [if_neg (fun e => h (hc.1 e)), if_neg h]
  have hterm : ∀ w : ZMod L × (Fin n → SignType),
      (τ : ℂ) ^ hops w.2 * Complex.exp ((θ * (winding L w.2 : ℂ)) * Complex.I) =
      ((τ ^ hops w.2 * Real.cos (θ * winding L w.2) : ℝ) : ℂ) +
      ((τ ^ hops w.2 * Real.sin (θ * winding L w.2) : ℝ) : ℂ) * Complex.I := by
    intro w
    rw [Complex.exp_mul_I]
    push_cast
    ring
  rw [hphase, Finset.sum_congr rfl (fun w _ => hterm w), Finset.sum_add_distrib,
    ← Finset.sum_mul, ← Complex.ofReal_sum, ← Complex.ofReal_sum, sum_sin_eq_zero,
    Complex.ofReal_zero, zero_mul, add_zero]

/-- For `τ ≥ 0` the total weight of the closed walks is positive. -/
theorem weight_pos (hτ : 0 ≤ τ) : 0 < ∑ w ∈ closedWalks L n, τ ^ hops w.2 := by
  -- the walk that never hops has weight one
  refine Finset.sum_pos' (fun w _ => pow_nonneg hτ _) ⟨(0, fun _ => 0), ?_, ?_⟩
  · exact Finset.mem_filter.2 ⟨Finset.mem_univ _, by simp [displacement]⟩
  · simp [hops]

/-- Winding estimator: for `L ≥ 3` and `τ ≥ 0`, the second derivative of `log tr M(θ)^n`
at `θ = 0` is minus the weighted mean of `W²`. -/
theorem winding_estimator (hL : 3 ≤ L) (hτ : 0 ≤ τ) :
    HasDerivAt (deriv fun θ => Real.log (partitionFn L n τ θ)) (-meanSqWinding L n τ) 0 := by
  have hZ : partitionFn L n τ = fun θ =>
      ∑ w ∈ closedWalks L n, τ ^ hops w.2 * Real.cos (θ * winding L w.2) := by
    funext θ
    rw [partitionFn, trace_pow_eq hL, Complex.ofReal_re]
  have hZ0 : partitionFn L n τ 0 = ∑ w ∈ closedWalks L n, τ ^ hops w.2 := by
    simp only [hZ, zero_mul, Real.cos_zero, mul_one]
  have hne : partitionFn L n τ 0 ≠ 0 := by
    rw [hZ0]
    exact (weight_pos hτ).ne'
  let J : ℝ → ℝ := fun θ =>
    ∑ w ∈ closedWalks L n, τ ^ hops w.2 * (winding L w.2 * Real.sin (θ * winding L w.2))
  have hlin : ∀ c θ : ℝ, HasDerivAt (fun x : ℝ => x * c) c θ := fun c θ => by
    simpa using (hasDerivAt_id' θ).mul_const c
  -- first derivative of the partition function
  have hC : ∀ θ, HasDerivAt (partitionFn L n τ) (-J θ) θ := by
    intro θ
    rw [hZ]
    refine (HasDerivAt.fun_sum fun w _ =>
      ((hlin (winding L w.2) θ).cos.const_mul (τ ^ hops w.2))).congr_deriv ?_
    simp only [J]
    rw [← Finset.sum_neg_distrib]
    exact Finset.sum_congr rfl fun w _ => by ring
  have hJ : HasDerivAt J
      (∑ w ∈ closedWalks L n, τ ^ hops w.2 * (winding L w.2 : ℝ) ^ 2) 0 := by
    refine (HasDerivAt.fun_sum fun w _ => (((hlin (winding L w.2) 0).sin.const_mul
      (winding L w.2 : ℝ)).const_mul (τ ^ hops w.2))).congr_deriv ?_
    refine Finset.sum_congr rfl fun w _ => ?_
    simp only [zero_mul, Real.cos_zero, one_mul]
    ring
  have hJ0 : J 0 = 0 := by simp [J]
  -- near zero twist the logarithm can be differentiated
  have heq : (deriv fun θ => Real.log (partitionFn L n τ θ)) =ᶠ[nhds 0]
      fun θ => -J θ / partitionFn L n τ θ :=
    ((hC 0).continuousAt.eventually_ne hne).mono fun θ h => ((hC θ).log h).deriv
  refine ((hJ.fun_neg.fun_div (hC 0) hne).congr_of_eventuallyEq heq).congr_deriv ?_
  simp only [hJ0, neg_zero, mul_zero, sub_zero]
  rw [meanSqWinding, ← hZ0, neg_mul, neg_div, pow_two (partitionFn L n τ 0),
    mul_div_mul_right _ _ hne]

/-- For `L ≥ 3` and `τ > 0`, the response `-(log tr M^n)''` at zero twist is positive
exactly when the number of steps is at least the number of sites. -/
theorem response_pos_iff (hL : 3 ≤ L) (hτ : 0 < τ) :
    0 < -deriv (deriv fun θ => Real.log (partitionFn L n τ θ)) 0 ↔ L ≤ n := by
  rw [(winding_estimator hL hτ.le).deriv, neg_neg, meanSqWinding]
  constructor
  · intro hpos
    by_contra hn
    -- a walk shorter than the ring cannot wind
    have hzero : ∑ w ∈ closedWalks L n, τ ^ hops w.2 * (winding L w.2 : ℝ) ^ 2 = 0 := by
      refine Finset.sum_eq_zero fun w hw => ?_
      have hb : ∀ a : SignType, -1 ≤ (a : ℤ) ∧ (a : ℤ) ≤ 1 := by decide
      have hle : |displacement w.2| ≤ n := by
        calc |displacement w.2| ≤ ∑ k, |(w.2 k : ℤ)| := Finset.abs_sum_le_sum_abs _ _
          _ ≤ ∑ _k : Fin n, (1 : ℤ) := Finset.sum_le_sum fun k _ => abs_le.2 (hb _)
          _ = n := by simp
      have h0 : displacement w.2 = 0 := by
        by_contra hne
        have := Int.le_of_dvd (abs_pos.2 hne) ((dvd_abs _ _).2 (Finset.mem_filter.1 hw).2)
        omega
      simp [winding, h0]
    rw [hzero, zero_div] at hpos
    exact lt_irrefl _ hpos
  · intro hn
    obtain ⟨m, rfl⟩ := Nat.exists_eq_add_of_le hn
    -- hop once around the ring, then rest
    let s : Fin (L + m) → SignType := Fin.append (fun _ => 1) (fun _ => 0)
    have hs : displacement s = L := by
      simp [s, displacement, Fin.sum_univ_add]
    have hW : winding L s = 1 := by
      rw [winding, hs]
      exact Int.ediv_self (by omega)
    refine div_pos (Finset.sum_pos' (fun w _ => by positivity) ⟨(0, s), ?_, ?_⟩)
      (weight_pos hτ.le)
    · exact Finset.mem_filter.2 ⟨Finset.mem_univ _, by rw [hs]⟩
    · show 0 < τ ^ hops s * (winding L s : ℝ) ^ 2
      rw [hW, Int.cast_one, one_pow, mul_one]
      exact pow_pos hτ _

end

end WindingEstimator
```

```lean
#print axioms WindingEstimator.response_pos_iff
-- 'WindingEstimator.response_pos_iff' depends on axioms: [propext, Classical.choice, Quot.sound]
```

## Three sites, three steps

Let each hop have weight $\tau$ and each rest weight 1. From a given site, the closed three-step walks are:

- three rests, with weight $1$;
- one hop right, one hop left and one rest, in any of 6 orders, with weight $\tau^2$ each;
- three hops in the same direction, with weight $\tau^3$ for each of the two directions.

Summing over the three starting sites gives

$$\operatorname{tr}M(\theta)^3 = 3\,(1+6\tau^2+2\tau^3\cos\theta).$$

Only the last term depends on $\theta$. Two derivatives of the logarithm at $\theta=0$ give

$$-(\log \operatorname{tr}M^3)''(0)=\frac{2\tau^3}{1+6\tau^2+2\tau^3},$$

which is the fraction of the total weight carried by walks with winding $\pm1$. At $\tau=1$ it equals $2/9$. With two steps instead of three, the trace is $3(1+2\tau^2)$ and the twist has no effect.

## What the theorems say

The sites are `ZMod L`, the integers modulo $L$. The matrix `hopMatrix L τ θ` has diagonal 1 and entries $\tau e^{\pm\mathrm{i}\theta/L}$ from $i$ to $i\pm1$, so $\theta$ is the total phase for one turn. A walk is a starting site with a sequence `s : Fin n → SignType` of steps $-1,0,1$. Its `displacement` $D$ is an ordinary integer, counted on the unrolled ring, and `hops` counts the nonzero steps. The walk is closed when $L$ divides $D$, and then `winding` is $W=D/L$.

- `trace_pow_eq`: for $L\ge3$ and any real $\tau$, $\operatorname{tr}M(\theta)^n=\sum\tau^{\text{hops}}\cos(\theta W)$ over closed walks. The trace is therefore real, and `partitionFn`, defined as its real part, loses nothing.
- `winding_estimator`: for $L\ge3$ and $\tau\ge0$, the first derivative of $\log\operatorname{tr}M^n$ is itself differentiable at $\theta=0$, with derivative $-\langle W^2\rangle$. The mean, `meanSqWinding`, uses the weights $\tau^{\text{hops}}$.
- `response_pos_iff`: for $L\ge3$ and $\tau>0$, the response $-(\log\operatorname{tr}M^n)''(0)$ is positive exactly when $n\ge L$. At $\tau=0$ only walks at rest have weight, and the response vanishes for every $n$.

## The physics in the matrix

Take a particle with hopping amplitude $t>0$ and Hamiltonian $H$, whose entries between neighbours are $-t$ times the twist phase and whose other entries are zero. For a short imaginary-time step $\varepsilon$, the propagator $e^{-\varepsilon H}$ is $1-\varepsilon H$ to first order, which is $M$ with $\tau=\varepsilon t$. So $\operatorname{tr}M^n$ is a discretised partition function at inverse temperature $n\varepsilon$, and the response is the curvature of the corresponding free energy in the twist, multiplied by that inverse temperature. The threshold $n\ge L$ comes from the discretisation, which allows at most one hop per step. With the exact $e^{-\varepsilon H}$ in place of $M$, a single step can contain any number of hops, and the response is positive at every positive inverse temperature.

In path-integral Monte Carlo for lattice bosons, winding fluctuations are used to estimate the superfluid stiffness; the identity here is that relation for a single non-interacting particle on a finite one-dimensional ring. Particle exchange and interactions are absent. A positive response shows that closed walks can feel the twist, which is much weaker than superfluidity in a large system.

## From single steps to closed walks

Write $\mathrm{i}$ for the imaginary unit and $i,j$ for sites. For $L\ge3$ the sites $i$, $i+1$ and $i-1$ are distinct, so

$$M_{ij}=\sum_{a\in\{-1,0,1\}}[\,j=i+a\,]\;\tau^{|a|}e^{\mathrm{i}\theta a/L},$$

where the bracket is 1 if the condition holds and 0 otherwise. This is `hopMatrix_apply`, proved by checking the possible targets $j$ in turn.

The hypothesis on $L$ matters here. For $L=2$ both neighbours are the same site, and the definition keeps only the right-hop phase. Then $\operatorname{tr}M^2=2(1+\tau^2e^{\mathrm{i}\theta})$, which is generally not even real, whereas the sum over walks is $2(1+2\tau^2+2\tau^2\cos\theta)$.

Splitting off the first step gives

$$(M^{n+1})_{ij}=\sum_a \tau^{|a|}e^{\mathrm{i}\theta a/L}\,(M^n)_{i+a,\,j}.$$

Hops and displacements add, so their weights and phases multiply. By induction from the empty walk, $(M^n)_{ij}$ is the sum of $\tau^{\text{hops}}e^{\mathrm{i}\theta D/L}$ over walks from $i$ to $j$. In `hopMatrix_pow_apply` the induction leaves the starting site free, because the remaining walk begins at $i+a$.

For the trace, set $j=i$. Then $D=LW$ and the phase is $e^{\mathrm{i}\theta W}=\cos(\theta W)+\mathrm{i}\sin(\theta W)$. Changing the sign of every step maps closed walks to closed walks, keeps the number of hops and sends $W$ to $-W$. The sine sum thus equals its own negative and is zero. This is `sum_sin_eq_zero`, where `Finset.sum_nbij'` carries out the relabelling, and the cosine formula follows.

## Two derivatives at zero twist

Let $Z(\theta)=\sum\tau^{\text{hops}}\cos(\theta W)$ and $J(\theta)=\sum\tau^{\text{hops}}W\sin(\theta W)$, both over closed walks. Then $Z'=-J$. For $\tau\ge0$ no weight is negative and a walk at rest has weight 1, so $Z(0)>0$; this is `weight_pos`. By continuity $Z$ is nonzero near $\theta=0$, where

$$(\log Z)'=-\frac{J}{Z},\qquad (\log Z)''(0)=\frac{-J'(0)Z(0)+J(0)Z'(0)}{Z(0)^2}.$$

Since $J(0)=0$ and $J'(0)=\sum\tau^{\text{hops}}W^2$, the result is $-\langle W^2\rangle$. In `winding_estimator`, `hC` and `hJ` supply the derivatives of $Z$ and $J$, and `heq` identifies the logarithmic derivative with $-J/Z$ near zero.

For the threshold, $|D|\le n$. If $n<L$, the only multiple of $L$ available is $D=0$, so every closed walk has $W=0$ and the response vanishes. If $n\ge L$, take $L$ hops to the right followed by $n-L$ rests. This walk has $W=1$ and weight $\tau^L>0$, and no other term in $\sum\tau^{\text{hops}}W^2$ is negative, so the response is positive. The Lean proof builds the same walk with `Fin.append`.
